# Occupations confined to [0, 1] leave an idempotent density matrix only an occupied–virtual linear response

Let $G(s)$ be a one-particle density matrix that depends on a real field strength $s$, with all its occupation numbers between 0 and 1 for $s$ near 0 on both sides. Suppose that $G$ is differentiable at $s=0$ with derivative $D$, and that $P=G(0)$ is idempotent, $P^2=P$. Then

$$PDP=0,\qquad (1-P)D(1-P)=0,$$

so to first order the field only mixes occupied with virtual orbitals. It follows that the idempotency defect $G-G^2$ has zero derivative at $s=0$.

If $G(s)$ were idempotent at every $s$, differentiating $G^2=G$ would give both identities. Here idempotency is assumed at $s=0$ only, and fractional occupations are allowed everywhere else. The result gives the first-order density matrix of a single determinant its familiar block structure even when the perturbation introduces correlation, provided that the orbital basis is finite and fixed and the density matrix is differentiable at zero field.

## Density matrices and their response

The orbitals are labelled by a finite set `n`, and matrices are written in an orthonormal orbital basis that does not change with the field. A basis whose overlap matrix varies with $s$, such as atom-centred functions on moving nuclei, would need a different statement.

```lean
import Mathlib

open Matrix Topology
open scoped ComplexOrder

namespace FractionalOccupationOnset

noncomputable section

variable {n : Type*} [Fintype n] [DecidableEq n]
```

The eigenvalues of $G$ are the occupation numbers of the natural spin-orbitals. They lie in $[0,1]$ when both $G$ and the hole matrix $1-G$ are positive semidefinite.

```lean
/-- An ensemble one-particle density matrix: both the matrix `G` and the hole matrix `1 - G`
are positive semidefinite. -/
def IsEnsemble (G : Matrix n n ℂ) : Prop :=
  G.PosSemidef ∧ (1 - G).PosSemidef
```

Mathlib's `PosSemidef` includes Hermiticity, so no separate condition is needed for it. The definition fixes no electron number: the trace of $G$ may vary with $s$.

The linear response is the matrix $D$ with elements $D_{ij}=\mathrm{d}G_{ij}/\mathrm{d}s$ at $s=0$.

```lean
/-- `D` is the linear response of the family `G` at zero field: each matrix element of `G`
is differentiable at `s = 0`, with the matching element of `D` as derivative. -/
def HasResponse (G : ℝ → Matrix n n ℂ) (D : Matrix n n ℂ) : Prop :=
  ∀ i j, HasDerivAt (fun s => G s i j) (D i j) 0
```

The parameter $s$ can be an external field or any other real coupling. Differentiability is assumed, not derived from a Hamiltonian. It stands for a state that follows the perturbation smoothly, which can fail at a degeneracy.

## An expectation value at its minimum

Let $F(s)$ be positive semidefinite for $s$ near 0, with derivative $D$ at 0, and let $F(0)x=0$. The function

$$q(s)=x^\dagger F(s)\,x=\sum_i x_i^*\sum_j F_{ij}(s)\,x_j$$

satisfies $q(s)\ge 0$ near 0 and $q(0)=0$. It therefore has a local minimum at $s=0$, and its derivative there vanishes:

$$q'(0)=x^\dagger D\,x=0.$$

The vector $x$ need not be normalised. For $x\neq0$ the expectation value in the normalised state is $q(s)/x^\dagger x$, whose derivative vanishes as well.

```lean
omit [DecidableEq n] in
/-- If a family of matrices is positive semidefinite near zero field and annihilates the
orbital `x` at zero field, then the expectation value of its linear response in `x` vanishes. -/
theorem response_expectation_eq_zero {F : ℝ → Matrix n n ℂ} {D : Matrix n n ℂ}
    (hF : ∀ᶠ s in 𝓝 (0 : ℝ), (F s).PosSemidef) (hD : HasResponse F D)
    {x : n → ℂ} (hx : F 0 *ᵥ x = 0) : star x ⬝ᵥ D *ᵥ x = 0 := by
  let q : ℝ → ℂ := fun s => star x ⬝ᵥ F s *ᵥ x
  have hq : HasDerivAt q (star x ⬝ᵥ D *ᵥ x) 0 := by
    have h : HasDerivAt (fun s => ∑ i, star (x i) * ∑ j, F s i j * x j)
        (∑ i, star (x i) * ∑ j, D i j * x j) 0 :=
      HasDerivAt.fun_sum fun i _ =>
        (HasDerivAt.fun_sum fun j _ => (hD i j).mul_const (x j)).const_mul (star (x i))
    exact h
  have q0 : q 0 = 0 := by
    change star x ⬝ᵥ F 0 *ᵥ x = 0
    rw [hx, dotProduct_zero]
  -- the expectation value is smallest at zero field
  have hre : IsLocalMin (fun s => (q s).re) 0 := hF.mono fun s hs => by
    change (q 0).re ≤ (q s).re
    rw [q0]
    exact (Complex.le_def.1 (hs.dotProduct_mulVec_nonneg x)).1
  have him : IsLocalMin (fun s => (q s).im) 0 := hF.mono fun s hs => by
    change (q 0).im ≤ (q s).im
    rw [q0]
    exact (Complex.le_def.1 (hs.dotProduct_mulVec_nonneg x)).2.le
  exact Complex.ext
    (hre.hasDerivAt_eq_zero (Complex.reCLM.hasFDerivAt.comp_hasDerivAt 0 hq))
    (him.hasDerivAt_eq_zero (Complex.imCLM.hasFDerivAt.comp_hasDerivAt 0 hq))
```

In Lean, `star x ⬝ᵥ D *ᵥ x` is $x^\dagger Dx$, and `∀ᶠ s in 𝓝 (0 : ℝ)` means "for all $s$ in some neighbourhood of 0". The step `hq` differentiates the double sum term by term. Since $q$ takes complex values, the minimum is used for its real and imaginary parts separately. The inequality $0\le q(s)$ in ℂ says that the real part is nonnegative and the imaginary part is zero, so `hre` is the physical minimum and `him` concerns a function that is constant near 0.

The minimum needs both signs of $s$. For a single orbital, $G(s)=s$ obeys the occupation bounds for $0\le s\le1$ and is idempotent at 0, yet it has $D=1$ in the virtual block. Bounds on one side of zero are thus not enough, and a parameter such as an ensemble weight, which is physical only for $s\ge0$, can change occupations linearly.

## From expectation values to matrix blocks

Suppose $x^\dagger Ax=0$ for every complex vector $x$. Inserting $x+y$ and $x+iy$ gives

$$x^\dagger Ay+y^\dagger Ax=0,\qquad i\,x^\dagger Ay-i\,y^\dagger Ax=0.$$

The second equation makes the two transition elements equal, and the first then makes them zero. Choosing $x=Ay$ gives $(Ay)^\dagger(Ay)=0$, so $Ay=0$ for every $y$, and $A=0$.

```lean
/-- A complex matrix whose expectation value vanishes in every state is zero. -/
theorem eq_zero_of_expectation {A : Matrix n n ℂ}
    (h : ∀ x : n → ℂ, star x ⬝ᵥ A *ᵥ x = 0) : A = 0 := by
  -- polarization: all transition elements vanish too
  have key : ∀ x y : n → ℂ, star x ⬝ᵥ A *ᵥ y = 0 := by
    intro x y
    have h1 := h (x + y)
    have h2 := h (x + Complex.I • y)
    simp only [star_add, star_smul, Matrix.mulVec_add, Matrix.mulVec_smul, add_dotProduct,
      dotProduct_add, smul_dotProduct, dotProduct_smul, smul_eq_mul, Complex.star_def,
      Complex.conj_I] at h1 h2
    linear_combination h1 / 2 - Complex.I / 2 * h2
      - (1 / 2 - Complex.I / 2) * (h x + h y)
      + ((star x ⬝ᵥ A *ᵥ y) / 2 - (star y ⬝ᵥ A *ᵥ x) / 2
        - Complex.I / 2 * (star y ⬝ᵥ A *ᵥ y)) * Complex.I_sq
  have hA : ∀ y : n → ℂ, A *ᵥ y = 0 := fun y =>
    dotProduct_star_self_eq_zero.1 (key (A *ᵥ y) y)
  ext i j
  simpa using congrFun (hA (Pi.single j 1)) i
```

The hypotheses `h1` and `h2` are the expanded forms of these two insertions, and `linear_combination` solves them for $x^\dagger Ay$, with `Complex.I_sq` supplying $i^2=-1$. At the end, `Pi.single j 1` is the $j$-th basis vector, which picks out column $j$ of $A$.

Now let $Q$ be a matrix with $F(0)Q=0$. For any $x$, the vector $Qx$ is annihilated by $F(0)$, so

$$0=(Qx)^\dagger D\,(Qx)=x^\dagger\,(Q^\dagger DQ)\,x .$$

This holds for every $x$, and hence $Q^\dagger DQ=0$.

```lean
/-- If a family is positive semidefinite near zero field and annihilates the range of `Q` at
zero field, then its linear response has no block within that range. -/
theorem response_block_eq_zero {F : ℝ → Matrix n n ℂ} {D Q : Matrix n n ℂ}
    (hF : ∀ᶠ s in 𝓝 (0 : ℝ), (F s).PosSemidef) (hD : HasResponse F D)
    (hQ : F 0 * Q = 0) : Qᴴ * D * Q = 0 := by
  apply eq_zero_of_expectation
  intro x
  have h := response_expectation_eq_zero hF hD (x := Q *ᵥ x)
    (by rw [Matrix.mulVec_mulVec, hQ, Matrix.zero_mulVec])
  simpa only [Matrix.star_mulVec, ← Matrix.dotProduct_mulVec, Matrix.mulVec_mulVec,
    Matrix.mul_assoc] using h
```

The proof follows the same order in reverse: `eq_zero_of_expectation` reduces the claim to expectation values, and `response_expectation_eq_zero` is applied to `Q *ᵥ x`. The matrix $Q$ does not have to be a projection.

## The occupied and virtual blocks

For the virtual block take $F=G$ and $Q=1-P$. Then $F(0)Q=P(1-P)=P-P^2=0$, and since $P$ is Hermitian, $(1-P)D(1-P)=0$.

For the occupied block take the hole matrix $F=1-G$, whose derivative is $-D$, and $Q=P$. Then $F(0)Q=(1-P)P=0$, which gives $-PDP=0$.

In physical terms, an empty orbital cannot lose electrons and a full orbital cannot gain any, so a linear change, which reverses its sign with the field, is excluded for both.

```lean
/-- Let `G` be an ensemble density matrix near zero field, differentiable at zero field and
idempotent there. Then the occupied-occupied and virtual-virtual blocks of its linear
response vanish. -/
theorem response_mixes_occupied_virtual {G : ℝ → Matrix n n ℂ} {D : Matrix n n ℂ}
    (hG : ∀ᶠ s in 𝓝 (0 : ℝ), IsEnsemble (G s)) (hD : HasResponse G D)
    (hP : G 0 * G 0 = G 0) :
    G 0 * D * G 0 = 0 ∧ (1 - G 0) * D * (1 - G 0) = 0 := by
  have hH : (G 0)ᴴ = G 0 := hG.self_of_nhds.1.isHermitian.eq
  constructor
  · -- occupied block: the hole matrix is positive and annihilates occupied orbitals
    have hD' : HasResponse (fun s => 1 - G s) (-D) := fun i j =>
      (hD i j).const_sub ((1 : Matrix n n ℂ) i j)
    have h := response_block_eq_zero (Q := G 0) (hG.mono fun s hs => hs.2) hD'
      (by rw [sub_mul, one_mul, hP, sub_self])
    rw [hH, mul_neg, neg_mul, neg_eq_zero] at h
    exact h
  · -- virtual block: the density matrix itself annihilates virtual orbitals
    have h := response_block_eq_zero (Q := 1 - G 0) (hG.mono fun s hs => hs.1) hD
      (by rw [mul_sub, mul_one, hP, sub_self])
    rw [Matrix.conjTranspose_sub, Matrix.conjTranspose_one, hH] at h
    exact h
```

The projection $P$ appears as `G 0`, and `hP` is its idempotency. The neighbourhood in `hG` contains $s=0$ itself, so `hG.self_of_nhds` yields the Hermiticity of $P$, which turns $Q^\dagger$ into $Q$. The two bullets are the two choices of $F$ and $Q$, with the occupied block first.

## A stationary idempotency defect

Expanding the virtual block gives

$$0=(1-P)D(1-P)=D-PD-DP+PDP .$$

The last term vanishes, so $D=DP+PD$. By the product rule, $DP+PD$ is also the derivative of $G^2$ at $s=0$. Therefore

$$\left.\frac{\mathrm d}{\mathrm ds}\,(G-G^2)\right|_{s=0}=D-(DP+PD)=0 .$$

```lean
/-- If `G` is an ensemble density matrix near zero field, differentiable at zero field and
idempotent there, then every matrix element of the idempotency defect `G - G²` has zero derivative
at zero field. -/
theorem defect_stationary {G : ℝ → Matrix n n ℂ} {D : Matrix n n ℂ}
    (hG : ∀ᶠ s in 𝓝 (0 : ℝ), IsEnsemble (G s)) (hD : HasResponse G D)
    (hP : G 0 * G 0 = G 0) : HasResponse (fun s => G s - G s * G s) 0 := by
  obtain ⟨h1, h2⟩ := response_mixes_occupied_virtual hG hD hP
  have hmix : D = D * G 0 + G 0 * D := by
    linear_combination (norm := noncomm_ring) h2 - h1
  intro i j
  have hprod : HasDerivAt (fun s => ∑ k, G s i k * G s k j)
      (∑ k, (D i k * G 0 k j + G 0 i k * D k j)) 0 :=
    HasDerivAt.fun_sum fun k _ => (hD i k).mul (hD k j)
  have e := congrFun (congrFun hmix i) j
  simp only [Matrix.add_apply, Matrix.mul_apply] at e
  have hz : D i j - ∑ k, (D i k * G 0 k j + G 0 i k * D k j) = 0 := by
    rw [Finset.sum_add_distrib, sub_eq_zero]
    exact e
  have h := ((hD i j).fun_sub hprod).congr_deriv hz
  simpa only [Matrix.sub_apply, Matrix.mul_apply, Matrix.zero_apply] using h
```

The identity for $D$ is `hmix`, obtained by subtracting the occupied block from the virtual one in noncommutative algebra. The product rule is `hprod`, written for the element $ij$ as a sum over $k$, and `hz` is the cancellation. The conclusion is a `HasResponse` statement with response `0`.

An eigenvalue $\nu$ of $G$ contributes $\nu(1-\nu)$ to the defect, so fractional occupations set in more slowly than linearly in $s$. With only one derivative assumed, no definite power such as $s^2$ is implied.

## Two orbitals with second-order fractional occupation

An explicit family shows that the hypotheses allow a nonzero response together with fractional occupations away from $s=0$:

$$G(s)=\frac{1}{1+2s^2}\begin{pmatrix}1&s\\ s&2s^2\end{pmatrix}.$$

```lean
/-- A two-orbital density matrix with field-dependent mixing and occupations. -/
def twoLevel (s : ℝ) : Matrix (Fin 2) (Fin 2) ℂ :=
  (((1 + 2 * s ^ 2)⁻¹ : ℝ) : ℂ) • !![1, (s : ℂ); (s : ℂ), 2 * (s : ℂ) ^ 2]
```

Write $c=(1+2s^2)^{-1}$ for the prefactor. The only property of it that the algebra needs is $c\,(1+2s^2)=1$.

```lean
/-- The normalisation factor of `twoLevel` is the inverse of `1 + 2 s²`. -/
theorem twoLevel_norm (s : ℝ) :
    (((1 + 2 * s ^ 2)⁻¹ : ℝ) : ℂ) * (1 + 2 * (s : ℂ) ^ 2) = 1 := by
  have h : (1 + 2 * s ^ 2)⁻¹ * (1 + 2 * s ^ 2) = 1 := inv_mul_cancel₀ (by positivity)
  exact_mod_cast h
```

This relation gives the hole matrix, and both matrices are then $c$ times a Gram matrix:

$$\begin{pmatrix}1&s\\ s&2s^2\end{pmatrix}=B^\dagger B,\quad B=\begin{pmatrix}1&s\\0&s\end{pmatrix},$$

$$1-G(s)=c\begin{pmatrix}2s^2&-s\\-s&1\end{pmatrix}=c\,C^\dagger C,\quad C=\begin{pmatrix}s&-1\\s&0\end{pmatrix}.$$

Since $c>0$, both are positive semidefinite at every $s$. At zero field $G(0)=\mathrm{diag}(1,0)$, which is idempotent. The prefactor has $c(0)=1$ and $c'(0)=0$, so only the off-diagonal elements have a linear term:

$$D=\begin{pmatrix}0&1\\1&0\end{pmatrix}.$$

```lean
/-- The family `twoLevel` is an ensemble density matrix at every field, is idempotent at zero
field, and has a nonzero linear response that exchanges the two orbitals. -/
theorem twoLevel_witness :
    (∀ s, IsEnsemble (twoLevel s)) ∧ twoLevel 0 * twoLevel 0 = twoLevel 0 ∧
      HasResponse twoLevel !![0, 1; 1, 0] := by
  refine ⟨fun s => ?_, ?_, ?_⟩
  · have hc : (0 : ℂ) ≤ (((1 + 2 * s ^ 2)⁻¹ : ℝ) : ℂ) :=
      Complex.zero_le_real.2 (by positivity)
    have hn := twoLevel_norm s
    unfold IsEnsemble twoLevel
    generalize (((1 + 2 * s ^ 2)⁻¹ : ℝ) : ℂ) = c at hc hn ⊢
    -- both matrices are positive multiples of Gram matrices
    have hA : !![1, (s : ℂ); (s : ℂ), 2 * (s : ℂ) ^ 2]
        = !![1, (s : ℂ); 0, (s : ℂ)]ᴴ * !![1, (s : ℂ); 0, (s : ℂ)] := by
      ext i j
      fin_cases i <;> fin_cases j <;>
        simp [Matrix.mul_apply, Fin.sum_univ_succ]
      ring
    have hB : !![2 * (s : ℂ) ^ 2, -(s : ℂ); -(s : ℂ), 1]
        = !![(s : ℂ), -1; (s : ℂ), 0]ᴴ * !![(s : ℂ), -1; (s : ℂ), 0] := by
      ext i j
      fin_cases i <;> fin_cases j <;>
        simp [Matrix.mul_apply, Fin.sum_univ_succ]
      ring
    have hh : 1 - c • !![1, (s : ℂ); (s : ℂ), 2 * (s : ℂ) ^ 2]
        = c • !![2 * (s : ℂ) ^ 2, -(s : ℂ); -(s : ℂ), 1] := by
      ext i j
      fin_cases i <;> fin_cases j <;> simp <;> linear_combination -hn
    rw [hh, hA, hB]
    exact ⟨(Matrix.posSemidef_conjTranspose_mul_self _).smul hc,
      (Matrix.posSemidef_conjTranspose_mul_self _).smul hc⟩
  · ext i j
    fin_cases i <;> fin_cases j <;> simp [twoLevel, Matrix.mul_apply, Fin.sum_univ_succ]
  · have h0 : HasDerivAt (fun s : ℝ => 1 + 2 * s ^ 2) 0 0 :=
      (((hasDerivAt_pow 2 (0 : ℝ)).const_mul 2).const_add 1).congr_deriv (by simp)
    have hr : HasDerivAt (fun s : ℝ => (1 + 2 * s ^ 2)⁻¹) 0 0 :=
      (h0.inv (by norm_num)).congr_deriv (by simp)
    have hc : HasDerivAt (fun s : ℝ => (((1 + 2 * s ^ 2)⁻¹ : ℝ) : ℂ)) 0 0 :=
      hr.ofReal_comp.congr_deriv (by simp)
    have hs : HasDerivAt (fun s : ℝ => (s : ℂ)) 1 0 :=
      (hasDerivAt_id (0 : ℝ)).ofReal_comp.congr_deriv (by simp)
    intro i j
    fin_cases i <;> fin_cases j
    · exact (hc.mul_const 1).congr_deriv (by simp)
    · exact (hc.mul hs).congr_deriv (by simp)
    · exact (hc.mul hs).congr_deriv (by simp)
    · exact (hc.mul ((hs.pow 2).const_mul 2)).congr_deriv (by simp)
```

The three bullets establish the three parts of the statement. In the first, `hA` and `hB` are the Gram factorisations and `hh` is the formula for the hole matrix. In the last, `hc` is $c'(0)=0$, and the four matrix elements are differentiated one by one.

The defect follows from the trace and determinant. Here $\operatorname{tr}G=1$ and

$$\det G=c^2(2s^2-s^2)=c^2s^2 .$$

A $2\times2$ matrix satisfies $G^2-(\operatorname{tr}G)\,G+(\det G)\,1=0$, so

$$G-G^2=\left(\frac{s}{1+2s^2}\right)^2 1 .$$

```lean
/-- The idempotency defect of `twoLevel` is `(s / (1 + 2 s²))²` times the identity. -/
theorem twoLevel_defect (s : ℝ) :
    twoLevel s - twoLevel s * twoLevel s
      = (((s / (1 + 2 * s ^ 2)) ^ 2 : ℝ) : ℂ) • (1 : Matrix (Fin 2) (Fin 2) ℂ) := by
  have hn := twoLevel_norm s
  have hd : (((s / (1 + 2 * s ^ 2)) ^ 2 : ℝ) : ℂ)
      = (((1 + 2 * s ^ 2)⁻¹ : ℝ) : ℂ) ^ 2 * (s : ℂ) ^ 2 := by
    push_cast
    ring
  rw [hd]
  unfold twoLevel
  generalize (((1 + 2 * s ^ 2)⁻¹ : ℝ) : ℂ) = c at hn ⊢
  ext i j
  fin_cases i <;> fin_cases j <;> simp
  · linear_combination -c * hn
  · linear_combination -c * s * hn
  · linear_combination -c * s * hn
  · linear_combination -2 * c * s ^ 2 * hn

end

end FractionalOccupationOnset
```

Lean compares the four matrix elements directly instead of using the characteristic equation, and each comparison reduces to a multiple of `hn`, the relation $c\,(1+2s^2)=1$. The defect is nonzero for every $s\neq0$ and starts as $s^2$: the two occupations, which add up to one, become fractional at second order, while the first-order response is pure occupied–virtual mixing. For a single electron such a $G(s)$ with $s\neq0$ describes a mixed state, because a pure one-electron state has an idempotent density matrix. The same matrix can also be the spin-up block of a correlated two-electron singlet in a pure state.

```lean
#print axioms FractionalOccupationOnset.response_mixes_occupied_virtual
#print axioms FractionalOccupationOnset.defect_stationary
#print axioms FractionalOccupationOnset.twoLevel_defect
```

```
'FractionalOccupationOnset.response_mixes_occupied_virtual' depends on axioms: [propext, Classical.choice, Quot.sound]
'FractionalOccupationOnset.defect_stationary' depends on axioms: [propext, Classical.choice, Quot.sound]
'FractionalOccupationOnset.twoLevel_defect' depends on axioms: [propext, Classical.choice, Quot.sound]
```
